# For one conjugate frequency pair and holomorphic Φ, a nondegenerate Dyson point of the Luttinger-Ward potential is a saddle

A self-consistent Green's function calculation needs an algorithm that finds a G solving the Dyson equation. Since that equation is the stationarity condition of a grand potential Ω(G), one candidate is to hand Ω to a minimiser. In the model treated here, a single conjugate pair of frequencies with a scalar G and a holomorphic Φ, this does not work at a nondegenerate solution: Ω has a saddle there. A root search on the Dyson residual, or a minimisation of its modulus, does have the solution as its target.

The file uses Mathlib's complex analysis. In it, `log` is the principal complex logarithm, `conj` is complex conjugation and `I` is the imaginary unit.

In Lean 4 with Mathlib:

```lean
import Mathlib

open Complex Filter Topology ComplexConjugate

namespace LuttingerWardSaddle

noncomputable section
```

## The potential of a frequency pair

Let G0 be the non-interacting Green's function at one Matsubara frequency and G a trial value of the full one. The interaction enters through a function Φ of G, whose derivative Φ'(G) plays the part of the self-energy. The contribution of this frequency is

f(G) = Φ(G) + log(G/G0) − G/G0.

The temperature prefactor and an additive constant are left out, and the logarithm is measured relative to G0. Neither choice affects where the saddles lie.

```lean
/-- Contribution of one frequency to the Luttinger-Ward grand potential, up to the temperature
prefactor and an additive constant, for `G0 ≠ 0` and `G / G0` in the slit plane. -/
def summand (Φ : ℂ → ℂ) (G0 G : ℂ) : ℂ := Φ G + log (G / G0) - G / G0
```

At the opposite frequency, the Green's functions take the complex conjugate values. If Φ respects complex conjugation, the pair together contributes

Ω(G) = 2 Re f(G),

a real function on the complex plane, that is, of two real variables.

```lean
/-- The pair potential `Ω(G)`: twice the real part of `summand Φ G0 G`. For `G / G0` in the slit
plane and `Φ (conj G) = conj (Φ G)`, it is the sum of the summands of the two conjugate frequencies.
-/
def pairPotential (Φ : ℂ → ℂ) (G0 G : ℂ) : ℝ := 2 * (summand Φ G0 G).re
```

To speak of slopes and curvatures, fix a complex direction d and follow Ω along a real line through G:

φ_d(t) = Ω(G + t d), with t real.

```lean
/-- The pair potential on the real line through `G` with direction `d`. -/
def alongLine (Φ : ℂ → ℂ) (G0 G d : ℂ) : ℝ → ℝ :=
  fun t => pairPotential Φ G0 (G + t * d)
```

The factor 2 Re is justified when Φ(conj G) = conj Φ(G). The slit plane is ℂ without zero and the negative real axis, and on it log(conj z) = conj(log z). If G/G0 lies there, every term at the second frequency is the conjugate of the corresponding term at the first, and

f(G) + conj f(G) = 2 Re f(G) = Ω(G).

In the proof, `hl` is the statement about the logarithm and `hc` the one about the whole summand. The symmetry `hsym` is needed only for this reading of Ω as a sum over two frequencies; the later theorems start from Ω as defined.

```lean
/-- If `Φ` respects complex conjugation at `G` and `G / G0` is in the slit plane, the
contributions of the two conjugate frequencies add up to the pair potential. -/
theorem sum_conjugate_pair {Φ : ℂ → ℂ} {G0 G : ℂ} (hsym : Φ (conj G) = conj (Φ G))
    (h : G / G0 ∈ slitPlane) :
    summand Φ G0 G + summand Φ (conj G0) (conj G) = (pairPotential Φ G0 G : ℂ) := by
  have hl : log (conj G / conj G0) = conj (log (G / G0)) := by
    rw [← map_div₀]
    exact log_conj _ (mem_slitPlane_iff_arg.1 h).1
  have hc : summand Φ (conj G0) (conj G) = conj (summand Φ G0 G) := by
    unfold summand
    rw [hl, hsym, map_sub, map_add, map_div₀]
  rw [hc, add_conj]
  rfl
```

## Stationarity is the Dyson equation

The logarithm has the derivative (1/G0)/(G/G0) = 1/G, so

f'(G) = Φ'(G) + 1/G − 1/G0.

The hypothesis `G / G0 ∈ slitPlane` keeps the logarithm away from its cut and also ensures that G and G0 are nonzero. `HasDerivAt g c x` reads: g is differentiable at x with derivative c.

```lean
/-- Where `Φ` is complex differentiable and `G / G0` is in the slit plane, the contribution of
one frequency has the complex derivative `Φ'(G) + 1/G - 1/G0`. -/
theorem hasDerivAt_summand {Φ : ℂ → ℂ} {G0 G : ℂ} (hΦ : DifferentiableAt ℂ Φ G)
    (h : G / G0 ∈ slitPlane) :
    HasDerivAt (summand Φ G0) (deriv Φ G + 1 / G - 1 / G0) G := by
  obtain ⟨hG, hG0⟩ := div_ne_zero_iff.1 (slitPlane_ne_zero h)
  have hd : HasDerivAt (fun z : ℂ => z / G0) (1 / G0) G := (hasDerivAt_id' G).div_const G0
  have e : 1 / G0 / (G / G0) = 1 / G := by field_simp
  have hs := (hΦ.hasDerivAt.fun_add (hd.clog h)).fun_sub hd
  exact hs.congr_deriv (by simp only [e])
```

Along a real line, taking the real part commutes with differentiation in t. The chain rule gives

d/dt 2 Re f(G + t d) = 2 Re( f'(G + t d) d ).

The lemma is stated for an arbitrary complex function, because it will be used both for f and for its derivative multiplied by d.

```lean
/-- Chain rule on a real line: if `f` has complex derivative `f'` at `G + t d`, then `2 Re f`
has derivative `2 Re (f' d)` along `d`. -/
theorem hasDerivAt_re_line {f : ℂ → ℂ} {f' G d : ℂ} {t : ℝ}
    (hf : HasDerivAt f f' (G + t * d)) :
    HasDerivAt (fun s : ℝ => 2 * (f (G + s * d)).re) (2 * (f' * d).re) t := by
  have hl : HasDerivAt (fun s : ℂ => G + s * d) d (t : ℂ) := by
    simpa using ((hasDerivAt_id' (t : ℂ)).mul_const d).const_add G
  have hc : HasDerivAt (fun s : ℂ => f (G + s * d)) (f' * d) (t : ℂ) :=
    HasDerivAt.comp_of_eq (t : ℂ) hf hl rfl
  exact hc.real_of_complex.const_mul 2
```

At t = 0 the slope along d is therefore 2 Re(f'(G) d). If it vanishes for every d, choose d = conj f'(G). Then

0 = 2 Re( f'(G) conj f'(G) ) = 2 |f'(G)|²,

so f'(G) = 0, which is the Dyson equation

Φ'(G) = 1/G0 − 1/G.

Conversely, if f'(G) = 0, all slopes vanish. In the code, `key` is the slope formula, and the two bullets are the two directions of the equivalence.

```lean
/-- For `Φ` complex differentiable at `G` and `G / G0` in the slit plane, the pair potential is
stationary at `G` in every direction exactly when the Dyson equation `Φ'(G) = 1/G0 - 1/G`
holds. -/
theorem stationary_iff_dyson {Φ : ℂ → ℂ} {G0 G : ℂ} (hΦ : DifferentiableAt ℂ Φ G)
    (h : G / G0 ∈ slitPlane) :
    (∀ d, HasDerivAt (alongLine Φ G0 G d) 0 0) ↔ deriv Φ G = 1 / G0 - 1 / G := by
  have key : ∀ d, HasDerivAt (alongLine Φ G0 G d)
      (2 * ((deriv Φ G + 1 / G - 1 / G0) * d).re) 0 := by
    intro d
    have e : G + ((0 : ℝ) : ℂ) * d = G := by simp
    exact hasDerivAt_re_line (by rw [e]; exact hasDerivAt_summand hΦ h)
  constructor
  · intro hs
    -- test the direction conjugate to the complex derivative
    have h0 := (key (conj (deriv Φ G + 1 / G - 1 / G0))).unique (hs _)
    rw [mul_conj, ofReal_re] at h0
    have hw : deriv Φ G + 1 / G - 1 / G0 = 0 := normSq_eq_zero.1 (by linarith)
    linear_combination hw
  · intro hD d
    have hw : deriv Φ G + 1 / G - 1 / G0 = 0 := by rw [hD]; ring
    exact (key d).congr_deriv (by rw [hw]; simp)
```

## Curvature changes sign under a quarter turn

Differentiating f' once more gives f''(G) = Φ''(G) − 1/G². Each derivative along the line brings down a factor d, so

φ_d''(0) = 2 Re( (Φ''(G) − 1/G²) d² ).

A second derivative requires the first derivative on a whole neighbourhood of t = 0. This is why Φ is now assumed holomorphic near G, written `AnalyticAt ℂ Φ G`; the slit plane is open, so the condition on G/G0 also survives small displacements. The step `heq` records the formula for the first derivative near t = 0. The chain rule lemma is then applied to the function f'(z) d.

```lean
/-- For `Φ` holomorphic near `G` and `G / G0` in the slit plane, the second derivative of the
pair potential at `G` along `d` is `2 Re ((Φ''(G) - 1/G²) d²)`. -/
theorem second_derivative {Φ : ℂ → ℂ} {G0 G : ℂ} (hΦ : AnalyticAt ℂ Φ G)
    (h : G / G0 ∈ slitPlane) (d : ℂ) :
    HasDerivAt (deriv (alongLine Φ G0 G d))
      (2 * ((deriv (deriv Φ) G - 1 / G ^ 2) * d ^ 2).re) 0 := by
  have hG : G ≠ 0 := (div_ne_zero_iff.1 (slitPlane_ne_zero h)).1
  have hcont : Continuous (fun t : ℝ => G + (t : ℂ) * d) := by fun_prop
  have ht : Tendsto (fun t : ℝ => G + (t : ℂ) * d) (𝓝 0) (𝓝 G) := by
    simpa using hcont.tendsto 0
  have hq : ContinuousAt (fun z : ℂ => z / G0) G := (continuous_id.div_const G0).continuousAt
  have hslit : ∀ᶠ z in 𝓝 G, z / G0 ∈ slitPlane :=
    hq.preimage_mem_nhds (isOpen_slitPlane.mem_nhds h)
  -- the first derivative along the line, in a neighbourhood of the point
  have heq : deriv (alongLine Φ G0 G d) =ᶠ[𝓝 0] fun t : ℝ =>
      2 * ((fun z : ℂ => (deriv Φ z + 1 / z - 1 / G0) * d) (G + t * d)).re := by
    filter_upwards [ht.eventually hΦ.eventually_analyticAt, ht.eventually hslit] with t h1 h2
    exact (hasDerivAt_re_line (hasDerivAt_summand h1.differentiableAt h2)).deriv
  have hinv : HasDerivAt (fun z : ℂ => 1 / z) (-(1 / G ^ 2)) G := by
    simpa [one_div] using hasDerivAt_inv hG
  have hg : HasDerivAt (fun z : ℂ => (deriv Φ z + 1 / z - 1 / G0) * d)
      ((deriv (deriv Φ) G + -(1 / G ^ 2)) * d) G :=
    ((hΦ.deriv.differentiableAt.hasDerivAt.fun_add hinv).sub_const (1 / G0)).mul_const d
  have e : G + ((0 : ℝ) : ℂ) * d = G := by simp
  have h2 := hasDerivAt_re_line (t := 0) (d := d) (G := G) (by rw [e]; exact hg)
  refine (h2.congr_of_eventuallyEq heq).congr_deriv ?_
  congr 2
  ring
```

Replacing d by i d changes d² into −d². The curvature along i d is thus exactly opposite to that along d.

One fact about real functions is needed before the conclusion. If φ has both a local maximum and a local minimum at 0, then φ(t) ≤ φ(0) and φ(t) ≥ φ(0) for all small t. Hence φ is constant near 0 and

φ''(0) = 0.

```lean
/-- A function of one real variable that has both a local maximum and a local minimum at `0`
has vanishing second derivative there. -/
theorem flat_of_max_of_min {φ : ℝ → ℝ} (h1 : IsLocalMax φ 0) (h2 : IsLocalMin φ 0) :
    deriv (deriv φ) 0 = 0 := by
  have e : φ =ᶠ[𝓝 0] fun _ => φ 0 := by
    filter_upwards [h1, h2] with t a b using le_antisymm a b
  rw [e.deriv.deriv_eq]
  simp
```

## The Dyson point is neither a minimum nor a maximum

Write c = Φ''(G) − 1/G² and assume c ≠ 0. Every complex number has a square root, so there is a d with d² = 1/c. For this d,

φ_d''(0) = 2 Re(c/c) = 2,
φ_{id}''(0) = 2 Re(−c/c) = −2.

Suppose that Ω had a local minimum at G. Its restriction to the line along i d would then have a local minimum at t = 0. But there the slope is zero and the curvature is −2, so the second derivative test gives a local maximum as well. The restriction would be constant near 0 and its curvature would vanish, a contradiction. A local maximum is excluded in the same way along d, where the curvature is 2.

The theorem `dyson_point_is_saddle` has four hypotheses: Φ is holomorphic near G (`hΦ`), G/G0 lies in the slit plane (`h`), G solves the Dyson equation (`hD`), and Φ''(G) ≠ 1/G² (`hne`). The last one has a direct meaning. The number c is the derivative of the Dyson residual Φ'(G) + 1/G − 1/G0, so c ≠ 0 says that the linearised Dyson equation can be solved for the change in G. The conclusion has two parts: a direction d with positive curvature along d and negative curvature along i d, and the absence of a local minimum or maximum of Ω over the complex plane.

In the proof, `hp` and `hm` are the curvatures 2 and −2, `hstat` supplies the vanishing slopes, and the last two bullets exclude the minimum and the maximum.

The existence of a Dyson point is assumed. The model has a scalar G and a Φ that depends on one frequency only, whereas a realistic functional couples frequencies and orbitals. The statement also concerns free variation in the complex plane: if a symmetry confines G to a line, such as the imaginary axis, Ω restricted to that line may well have a minimum or a maximum.

```lean
/-- Let `Φ` be holomorphic near a Dyson point `G` with `G / G0` in the slit plane and
`Φ''(G) ≠ 1/G²`. Then the pair potential curves upwards along some direction `d` and downwards
along `i d`, and `G` is neither a local minimum nor a local maximum. -/
theorem dyson_point_is_saddle {Φ : ℂ → ℂ} {G0 G : ℂ} (hΦ : AnalyticAt ℂ Φ G)
    (h : G / G0 ∈ slitPlane) (hD : deriv Φ G = 1 / G0 - 1 / G)
    (hne : deriv (deriv Φ) G ≠ 1 / G ^ 2) :
    (∃ d : ℂ, 0 < deriv (deriv (alongLine Φ G0 G d)) 0 ∧
      deriv (deriv (alongLine Φ G0 G (I * d))) 0 < 0) ∧
    ¬ IsLocalMin (pairPotential Φ G0) G ∧ ¬ IsLocalMax (pairPotential Φ G0) G := by
  have hc : deriv (deriv Φ) G - 1 / G ^ 2 ≠ 0 := sub_ne_zero.2 hne
  -- a direction in which the complex second derivative becomes real and positive
  obtain ⟨d, hd⟩ := IsAlgClosed.exists_pow_nat_eq
    (deriv (deriv Φ) G - 1 / G ^ 2)⁻¹ (n := 2) (by norm_num)
  have hp : deriv (deriv (alongLine Φ G0 G d)) 0 = 2 := by
    rw [(second_derivative hΦ h d).deriv, hd, mul_inv_cancel₀ hc]
    simp
  have hm : deriv (deriv (alongLine Φ G0 G (I * d))) 0 = -2 := by
    rw [(second_derivative hΦ h (I * d)).deriv, mul_pow, I_sq, hd, mul_left_comm,
      mul_inv_cancel₀ hc]
    simp
  have hstat := (stationary_iff_dyson hΦ.differentiableAt h).2 hD
  have ht : ∀ v : ℂ, Tendsto (fun t : ℝ => G + (t : ℂ) * v) (𝓝 0) (𝓝 G) := by
    intro v
    have hcont : Continuous (fun t : ℝ => G + (t : ℂ) * v) := by fun_prop
    simpa using hcont.tendsto 0
  have h0 : ∀ v, alongLine Φ G0 G v 0 = pairPotential Φ G0 G := by
    intro v
    simp [alongLine]
  refine ⟨⟨d, by rw [hp]; norm_num, by rw [hm]; norm_num⟩, ?_, ?_⟩
  · intro hmin
    have h1 : IsLocalMin (alongLine Φ G0 G (I * d)) 0 := by
      filter_upwards [(ht (I * d)).eventually hmin] with t ht'
      rw [h0]
      exact ht'
    have h2 := isLocalMax_of_deriv_deriv_neg (by rw [hm]; norm_num)
      (hstat (I * d)).deriv (hstat (I * d)).continuousAt
    linarith [flat_of_max_of_min h2 h1]
  · intro hmax
    have h1 : IsLocalMax (alongLine Φ G0 G d) 0 := by
      filter_upwards [(ht d).eventually hmax] with t ht'
      rw [h0]
      exact ht'
    have h2 := isLocalMin_of_deriv_deriv_pos (by rw [hp]; norm_num)
      (hstat d).deriv (hstat d).continuousAt
    linarith [flat_of_max_of_min h1 h2]
```

## The quadratic functional

Take Φ(G) = u G²/2, so that Φ'(G) = u G and Φ''(G) = u. Choose G ≠ 0 first and solve the Dyson equation for G0:

1/G0 = u G + 1/G = (1 + u G²)/G,
G0 = G/(1 + u G²).

Then G/G0 = 1 + u G², which must lie in the slit plane, and the condition Φ''(G) ≠ 1/G² becomes u G² ≠ 1. The theorem allows complex u; for real u, Φ respects conjugation and Ω is the sum over the two frequencies.

The case u = 0 is included. There G0 = G, and the non-interacting solution is already a saddle: the curvature is −2 along d = G and +2 along d = i G.

The proof computes the two derivatives in `hd` and `hdd`, checks the Dyson equation in `hD`, and applies the general theorem.

```lean
/-- For the quadratic functional `Φ(G) = u G²/2` and `G0 = G / (1 + u G²)`, with `G ≠ 0`,
`1 + u G²` in the slit plane and `u G² ≠ 1`, the point `G` solves the Dyson equation and is
neither a local minimum nor a local maximum of the pair potential. -/
theorem quadratic_functional_saddle {u G : ℂ} (hG : G ≠ 0)
    (hs : 1 + u * G ^ 2 ∈ slitPlane) (hu : u * G ^ 2 ≠ 1) :
    deriv (fun z : ℂ => u / 2 * z ^ 2) G = 1 / (G / (1 + u * G ^ 2)) - 1 / G ∧
    ¬ IsLocalMin (pairPotential (fun z => u / 2 * z ^ 2) (G / (1 + u * G ^ 2))) G ∧
    ¬ IsLocalMax (pairPotential (fun z => u / 2 * z ^ 2) (G / (1 + u * G ^ 2))) G := by
  have hd : deriv (fun z : ℂ => u / 2 * z ^ 2) = fun z => u * z := by
    funext z
    have hz : HasDerivAt (fun z : ℂ => u / 2 * z ^ 2) (u * z) z := by
      have hm := ((hasDerivAt_id' z).fun_mul (hasDerivAt_id' z)).const_mul (u / 2)
      have hf : (fun z : ℂ => u / 2 * z ^ 2) = fun y : ℂ => u / 2 * (y * y) := by
        funext y
        ring
      rw [hf]
      exact hm.congr_deriv (by ring)
    exact hz.deriv
  have hdd : deriv (fun z : ℂ => u * z) G = u := by
    exact (((hasDerivAt_id' G).const_mul u).congr_deriv (mul_one u)).deriv
  have hn : 1 + u * G ^ 2 ≠ 0 := slitPlane_ne_zero hs
  have hq : G / (G / (1 + u * G ^ 2)) = 1 + u * G ^ 2 := by field_simp
  have hD : deriv (fun z : ℂ => u / 2 * z ^ 2) G = 1 / (G / (1 + u * G ^ 2)) - 1 / G := by
    rw [hd, one_div_div, ← sub_div, eq_div_iff hG]
    ring
  refine ⟨hD, (dyson_point_is_saddle (by fun_prop) (by rw [hq]; exact hs) hD ?_).2⟩
  rw [hd, hdd]
  exact fun e => hu ((eq_div_iff (pow_ne_zero 2 hG)).1 e)

end

end LuttingerWardSaddle
```

```lean
#print axioms LuttingerWardSaddle.sum_conjugate_pair
-- 'LuttingerWardSaddle.sum_conjugate_pair' depends on axioms: [propext, Classical.choice, Quot.sound]
#print axioms LuttingerWardSaddle.dyson_point_is_saddle
-- 'LuttingerWardSaddle.dyson_point_is_saddle' depends on axioms: [propext, Classical.choice, Quot.sound]
#print axioms LuttingerWardSaddle.quadratic_functional_saddle
-- 'LuttingerWardSaddle.quadratic_functional_saddle' depends on axioms: [propext, Classical.choice, Quot.sound]
```

## A flat potential, and saddles of other holomorphic functions

The two observations that follow are argued in words only.

Without the condition Φ''(G) ≠ 1/G², the conclusion can fail completely. The following example is purely mathematical, since a fermionic G0 at a Matsubara frequency is not real. Take G0 = 1 and Φ(z) = z − log z near G = 1. Then Φ'(z) = 1 − 1/z, so every point near 1 solves the Dyson equation, and Φ''(1) = 1 = 1/G². The potential is

Ω(z) = 2 Re( z − log z + log z − z ) = 0.

It is constant, so G = 1 is both a local minimum and a local maximum, and all curvatures vanish.

The same argument also applies beyond this particular f. If g is holomorphic near z0 with g'(z0) = 0 and g''(z0) ≠ 0, choose d² = 1/g''(z0). The real part of g then curves upwards along d and downwards along i d, so z0 is a saddle of Re g. Adding a further holomorphic term to the one-frequency potential may move, create or remove stationary points, but every stationary point that is nondegenerate for the new potential is again a saddle.
